# The three-point stencil lowers the kinetic energy of a one-dimensional Fermi sea, by a relative \((qh)^2/20\) to leading order

Let free spinless fermions in one dimension fill all wavenumbers \(|k|\le q\), with \(q>0\), in units with \(\hbar=m=1\). Let \(T\) be their kinetic energy per unit length in the continuum, and \(T(h)\) the value that the three-point stencil gives on a grid of spacing \(h\). Then

\[
T(h)<T\quad\text{for every }h>0,\qquad
\lim_{h\to0^+}\frac{T(h)/T-1}{h^2}=-\frac{q^2}{20}.
\]

A grid can hold this Fermi sea only if \(h\le\pi/q\); for larger \(h\) the inequality concerns only the integral that defines \(T(h)\) below. Since \(q\) is proportional to the particle density, the relative error at fixed spacing grows as the density squared, as long as the density is low.

## Plane waves on a grid and in the continuum

The three-point stencil replaces \(-\tfrac12\psi''(x)\) by \(-\bigl[\psi(x+h)-2\psi(x)+\psi(x-h)\bigr]/(2h^2)\). Acting on \(\psi(x)=e^{ikx}\), it returns the same plane wave times

\[
\varepsilon_h(k)=\frac{1-\cos(kh)}{h^2},
\]

where the continuum has \(k^2/2\). Plane waves thus remain eigenstates, and only their energies change.

In a long system the allowed wavenumbers have density \(1/(2\pi)\) per unit length. A one-particle quantity \(\varepsilon(k)\), summed over the filled states, therefore amounts to

\[
\int_{-q}^{q}\varepsilon(k)\,\frac{dk}{2\pi}
\]

per unit length. The choice \(\varepsilon=1\) gives the particle density \(n=q/\pi\), the choice \(\varepsilon=k^2/2\) gives \(T\), and \(\varepsilon=\varepsilon_h\) gives \(T(h)\).

For this uniform, non-interacting gas, the result tells how fine a grid the three-point stencil needs for a given relative error in the kinetic energy: what counts is the spacing relative to the distance between particles.

## The inequality and the limit in Lean

The integral above is `seaDensity ε q`. The two dispersion relations are `stencilEnergy h` and `freeEnergy`, so \(T(h)\) is `seaDensity (stencilEnergy h) q` and \(T\) is `seaDensity freeEnergy q`. The ratio \(T(h)/T-1\) is `relativeError h q`.

The main theorem, `fermi_sea_grid_error`, assumes only `0 < q`. Its first part is the strict inequality for every positive `h`. Its second part is the limit, in which `𝓝[>] 0` means that `h` approaches zero through positive values. The expression `-q ^ 2 / 20` is read as \(-(q^2)/20\).

At \(q=0\) there are no particles and both energies vanish, so the strict inequality fails. The hypothesis therefore can't be relaxed to \(q\ge0\).

Two further theorems concern the density. `low_density_error` keeps `h` fixed, sets \(q=\pi n\) and lets `n` tend to zero from above. `filled_band_error` gives the error at \(q=\pi/h\).

The model is an infinite uniform system at zero temperature, without interactions or an external potential. The file takes \(\varepsilon_h(k)\) as a definition and does not construct the grid operator from which it was obtained above. The inequality also holds for \(q>\pi/h\), but there it is a statement about the integral alone: on the grid, wavenumbers that differ by \(2\pi/h\) describe the same state, so no Fermi sea can extend that far.

## Two integrals and one variable

The continuum energy is

\[
T=\frac1{4\pi}\int_{-q}^{q}k^2\,dk=\frac{1}{4\pi}\cdot\frac{2q^3}{3}=\frac{q^3}{6\pi}.
\]

On the grid, \(k-\sin(kh)/h\) is an antiderivative of \(1-\cos(kh)\), and it is odd in \(k\). Hence

\[
T(h)=\frac{1}{2\pi h^2}\left[k-\frac{\sin(kh)}{h}\right]_{-q}^{q}
=\frac{q-\sin(qh)/h}{\pi h^2}.
\]

Dividing by \(T\) and writing \(x=qh\) gives

\[
r(x)=\frac{T(h)}{T}-1=\frac{6(x-\sin x)}{x^3}-1 .
\]

The relative error depends on \(q\) and \(h\) only through their product.

## Taylor bounds for the sine

Start from \(\cos y\ge1-y^2/2\) and integrate repeatedly from \(0\) to \(y\ge0\):

\[
\begin{aligned}
\sin y&\ge y-\tfrac{y^3}{6},\\
\cos y&\le1-\tfrac{y^2}{2}+\tfrac{y^4}{24},\\
\sin y&\le y-\tfrac{y^3}{6}+\tfrac{y^5}{120},\\
\cos y&\ge1-\tfrac{y^2}{2}+\tfrac{y^4}{24}-\tfrac{y^6}{720},\\
\sin y&\ge y-\tfrac{y^3}{6}+\tfrac{y^5}{120}-\tfrac{y^7}{5040}.
\end{aligned}
\]

The third and fifth lines enclose \(x-\sin x\):

\[
\frac{x^3}{6}-\frac{x^5}{120}\le x-\sin x\le\frac{x^3}{6}-\frac{x^5}{120}+\frac{x^7}{5040}.
\]

Multiplying by \(6/x^3\) and subtracting 1 gives, for every \(x>0\),

\[
-\frac{x^2}{20}\le r(x)\le-\frac{x^2}{20}+\frac{x^4}{840}.
\]

## Sign and leading order

With \(x=qh\), division by \(h^2\) gives

\[
-\frac{q^2}{20}\le\frac{r(qh)}{h^2}\le-\frac{q^2}{20}+\frac{q^4h^2}{840}.
\]

Both outer expressions tend to \(-q^2/20\) as \(h\to0^+\), and so does the middle one.

The upper bound on \(r\) is negative only for \(x^2<42\), so the sign at every spacing needs a little more. The claim \(r(x)<0\) is equivalent to \(x-x^3/6<\sin x\). If \(0<x\le6\), the last sine bound gives

\[
\sin x-\left(x-\frac{x^3}{6}\right)\ge\frac{x^5(42-x^2)}{5040}>0.
\]

If \(x>6\), then \(x^3>36x\), so \(x-x^3/6<-5x<-1\le\sin x\). Since \(T>0\), a negative relative error means \(T(h)<T\).

## From dilute gas to filled band

At fixed \(h\), put \(q=\pi n\), so that \(x=\pi hn\). The same bounds, divided by \(n^2\), give

\[
\lim_{n\to0^+}\frac{r(\pi hn)}{n^2}=-\frac{(\pi h)^2}{20}.
\]

This is the precise sense in which the relative error grows as density squared.

The opposite limiting case is a filled band, \(q=\pi/h\), with one fermion per grid point. Here \(x=\pi\) and \(\sin x=0\), so

\[
r(\pi)=\frac{6}{\pi^2}-1\approx-0.392 .
\]

The quadratic law would give \(-\pi^2/20\approx-0.493\), so it does not hold at all fillings. The relative error of a filled band is also independent of \(h\): refining the grid while keeping one particle per point brings no improvement.

## The Fermi-sea error as a Lean file

```lean
import Mathlib

open Real Filter Topology

namespace FermiSeaGridError

noncomputable section

/-- Kinetic energy of a plane wave `k` under the three-point stencil of spacing `h ≠ 0`,
in units with `ħ = m = 1`. -/
def stencilEnergy (h k : ℝ) : ℝ := (1 - cos (k * h)) / h ^ 2

/-- Kinetic energy of a free particle of wavenumber `k` in the continuum, in units with `ħ = m = 1`.
-/
def freeEnergy (k : ℝ) : ℝ := k ^ 2 / 2

/-- Amount per unit length of a one-particle quantity `ε k`, summed over spinless fermions
that fill the wavenumbers from `-q` to `q`. -/
def seaDensity (ε : ℝ → ℝ) (q : ℝ) : ℝ := ∫ k in (-q)..q, ε k / (2 * π)

/-- Relative error of the grid kinetic energy of the Fermi sea, for `h ≠ 0` and `q ≠ 0`. -/
def relativeError (h q : ℝ) : ℝ :=
  seaDensity (stencilEnergy h) q / seaDensity freeEnergy q - 1

/-- A Fermi sea with Fermi wavenumber `π n` holds `n` particles per unit length. -/
theorem particle_density (n : ℝ) : seaDensity (fun _ => 1) (π * n) = n := by
  have hp : π ≠ 0 := pi_ne_zero
  simp only [seaDensity, intervalIntegral.integral_const, smul_eq_mul]
  field_simp
  ring

/-- The continuum kinetic energy per unit length is `q³ / (6π)`. -/
theorem seaDensity_free (q : ℝ) : seaDensity freeEnergy q = q ^ 3 / (6 * π) := by
  simp only [seaDensity, freeEnergy, intervalIntegral.integral_div, integral_pow]
  push_cast
  ring

/-- The kinetic energy per unit length on a grid of spacing `h ≠ 0`, in closed form. -/
theorem seaDensity_stencil {h : ℝ} (hh : h ≠ 0) (q : ℝ) :
    seaDensity (stencilEnergy h) q = (q - sin (q * h) / h) / (π * h ^ 2) := by
  -- an antiderivative of the numerator of the stencil energy
  have hd : ∀ k : ℝ, HasDerivAt (fun k => k - sin (k * h) / h) (1 - cos (k * h)) k := by
    intro k
    have h1 := ((hasDerivAt_id' k).mul_const h).sin.div_const h
    exact ((hasDerivAt_id' k).fun_sub h1).congr_deriv
      (by rw [one_mul, mul_div_cancel_right₀ _ hh])
  have hi : ∫ k in (-q)..q, (1 - cos (k * h))
      = (q - sin (q * h) / h) - (-q - sin (-q * h) / h) :=
    intervalIntegral.integral_eq_sub_of_hasDerivAt (fun k _ => hd k)
      (Continuous.intervalIntegrable (by fun_prop) _ _)
  simp only [seaDensity, stencilEnergy, intervalIntegral.integral_div]
  rw [hi, neg_mul, sin_neg]
  ring

/-- The relative error depends on the spacing and the Fermi wavenumber, both nonzero,
only through their product. -/
theorem relativeError_eq {h q : ℝ} (hh : h ≠ 0) (hq : q ≠ 0) :
    relativeError h q = 6 * (q * h - sin (q * h)) / (q * h) ^ 3 - 1 := by
  have hp : π ≠ 0 := pi_ne_zero
  rw [relativeError, seaDensity_stencil hh, seaDensity_free]
  generalize sin (q * h) = s
  field_simp

/-- A function that is differentiable on the whole real line, vanishes at zero and has nonnegative
slope for `x ≥ 0` is nonnegative for `x ≥ 0`. -/
theorem nonneg_of_slope {f f' : ℝ → ℝ} (h' : ∀ x, 0 ≤ x → 0 ≤ f' x)
    (hf : ∀ x, HasDerivAt f (f' x) x) (h0 : f 0 = 0) : ∀ x, 0 ≤ x → 0 ≤ f x := by
  intro x hx
  have hm : MonotoneOn f (Set.Ici 0) := monotoneOn_of_deriv_nonneg (convex_Ici 0)
    (fun y _ => (hf y).continuousAt.continuousWithinAt)
    (fun y _ => (hf y).differentiableAt.differentiableWithinAt)
    (fun y hy => by rw [(hf y).deriv]; exact h' y (interior_subset hy))
  have := hm (Set.mem_Ici.2 le_rfl) (Set.mem_Ici.2 hx) hx
  rwa [h0] at this

/-- Taylor polynomials of degree seven and five enclose the sine for `x ≥ 0`. -/
theorem sin_bounds {x : ℝ} (hx : 0 ≤ x) :
    x - x ^ 3 / 6 + x ^ 5 / 120 - x ^ 7 / 5040 ≤ sin x ∧
      sin x ≤ x - x ^ 3 / 6 + x ^ 5 / 120 := by
  have p (n : ℕ) (c y : ℝ) := (hasDerivAt_pow n y).div_const c
  -- each inequality after the first is the integral of the one before it
  have c2 : ∀ y : ℝ, 0 ≤ y → 0 ≤ cos y - (1 - y ^ 2 / 2) :=
    fun y _ => sub_nonneg.2 one_sub_sq_div_two_le_cos
  have s3 : ∀ y : ℝ, 0 ≤ y → 0 ≤ sin y - (y - y ^ 3 / 6) :=
    nonneg_of_slope c2 (fun y => ((hasDerivAt_sin y).fun_sub
      ((hasDerivAt_id' y).fun_sub (p 3 6 y))).congr_deriv
      (by simp only [Nat.cast_ofNat, Nat.reduceSub]; ring)) (by simp)
  have c4 : ∀ y : ℝ, 0 ≤ y → 0 ≤ 1 - y ^ 2 / 2 + y ^ 4 / 24 - cos y :=
    nonneg_of_slope s3 (fun y => ((((p 2 2 y).const_sub 1).fun_add (p 4 24 y)).fun_sub
      (hasDerivAt_cos y)).congr_deriv
      (by simp only [Nat.cast_ofNat, Nat.reduceSub]; ring)) (by simp)
  have s5 : ∀ y : ℝ, 0 ≤ y → 0 ≤ y - y ^ 3 / 6 + y ^ 5 / 120 - sin y :=
    nonneg_of_slope c4 (fun y => ((((hasDerivAt_id' y).fun_sub (p 3 6 y)).fun_add
      (p 5 120 y)).fun_sub (hasDerivAt_sin y)).congr_deriv
      (by simp only [Nat.cast_ofNat, Nat.reduceSub]; ring)) (by simp)
  have c6 : ∀ y : ℝ, 0 ≤ y → 0 ≤ cos y - (1 - y ^ 2 / 2 + y ^ 4 / 24 - y ^ 6 / 720) :=
    nonneg_of_slope s5 (fun y => ((hasDerivAt_cos y).fun_sub
      ((((p 2 2 y).const_sub 1).fun_add (p 4 24 y)).fun_sub (p 6 720 y))).congr_deriv
      (by simp only [Nat.cast_ofNat, Nat.reduceSub]; ring)) (by simp)
  have s7 : ∀ y : ℝ, 0 ≤ y →
      0 ≤ sin y - (y - y ^ 3 / 6 + y ^ 5 / 120 - y ^ 7 / 5040) :=
    nonneg_of_slope c6 (fun y => ((hasDerivAt_sin y).fun_sub
      ((((hasDerivAt_id' y).fun_sub (p 3 6 y)).fun_add (p 5 120 y)).fun_sub
        (p 7 5040 y))).congr_deriv
      (by simp only [Nat.cast_ofNat, Nat.reduceSub]; ring)) (by simp)
  exact ⟨sub_nonneg.1 (s7 x hx), sub_nonneg.1 (s5 x hx)⟩

/-- For positive spacing and Fermi wavenumber the relative error lies between `-(qh)²/20`
and `-(qh)²/20 + (qh)⁴/840`. -/
theorem relativeError_bounds {h q : ℝ} (hh : 0 < h) (hq : 0 < q) :
    -(q * h) ^ 2 / 20 ≤ relativeError h q ∧
      relativeError h q ≤ -(q * h) ^ 2 / 20 + (q * h) ^ 4 / 840 := by
  have hx : 0 < q * h := mul_pos hq hh
  rw [relativeError_eq hh.ne' hq.ne']
  generalize q * h = x at hx ⊢
  obtain ⟨lo, up⟩ := sin_bounds hx.le
  have h1 : 1 - x ^ 2 / 20 ≤ 6 * (x - sin x) / x ^ 3 := by
    rw [le_div_iff₀ (by positivity)]
    nlinarith
  have h2 : 6 * (x - sin x) / x ^ 3 ≤ 1 - x ^ 2 / 20 + x ^ 4 / 840 := by
    rw [div_le_iff₀ (by positivity)]
    nlinarith
  constructor <;> linarith

/-- An error enclosed as in `relativeError_bounds`, with `c t` in place of `qh`, is
`-c²t²/20` to leading order in small positive `t`. -/
theorem leading_order {g : ℝ → ℝ} {c : ℝ} (hg : ∀ t, 0 < t →
    -(c * t) ^ 2 / 20 ≤ g t ∧ g t ≤ -(c * t) ^ 2 / 20 + (c * t) ^ 4 / 840) :
    Tendsto (fun t => g t / t ^ 2) (𝓝[>] 0) (𝓝 (-c ^ 2 / 20)) := by
  have hc : Continuous (fun t : ℝ => -c ^ 2 / 20 + c ^ 4 * t ^ 2 / 840) := by fun_prop
  have hup : Tendsto (fun t : ℝ => -c ^ 2 / 20 + c ^ 4 * t ^ 2 / 840) (𝓝[>] 0)
      (𝓝 (-c ^ 2 / 20)) := by
    simpa using (hc.tendsto 0).mono_left nhdsWithin_le_nhds
  refine tendsto_of_tendsto_of_tendsto_of_le_of_le' tendsto_const_nhds hup ?_ ?_
  · filter_upwards [self_mem_nhdsWithin] with t ht
    have ht : 0 < t := ht
    rw [le_div_iff₀ (by positivity)]
    linarith [(hg t ht).1]
  · filter_upwards [self_mem_nhdsWithin] with t ht
    have ht : 0 < t := ht
    rw [div_le_iff₀ (by positivity)]
    linarith [(hg t ht).2]

/-- For a Fermi sea with `q > 0`, the grid kinetic energy lies below the continuum value at
every spacing `h > 0`, and the relative error divided by `h²` tends to `-q²/20` as `h → 0`. -/
theorem fermi_sea_grid_error {q : ℝ} (hq : 0 < q) :
    (∀ h, 0 < h → seaDensity (stencilEnergy h) q < seaDensity freeEnergy q) ∧
      Tendsto (fun h => relativeError h q / h ^ 2) (𝓝[>] 0) (𝓝 (-q ^ 2 / 20)) := by
  refine ⟨fun h hh => ?_, leading_order fun h hh => relativeError_bounds hh hq⟩
  have hT : 0 < seaDensity freeEnergy q := by rw [seaDensity_free]; positivity
  have hx : 0 < q * h := mul_pos hq hh
  have hneg : relativeError h q < 0 := by
    rw [relativeError_eq hh.ne' hq.ne']
    generalize q * h = x at hx ⊢
    have hs : x - x ^ 3 / 6 < sin x := by
      rcases le_or_gt x 6 with h6 | h6
      · -- here the fifth-order term outweighs the seventh-order one
        have h42 : 0 < 42 - x ^ 2 := by nlinarith
        have := mul_pos (pow_pos hx 5) h42
        linarith [(sin_bounds hx.le).1]
      · -- here the cubic is already below -1
        have h36 : 0 < x ^ 2 - 36 := by nlinarith
        have := mul_pos hx h36
        linarith [neg_one_le_sin x]
    rw [sub_neg, div_lt_one (by positivity)]
    linarith
  rw [relativeError, sub_neg] at hneg
  exact (div_lt_one hT).1 hneg

/-- At fixed spacing `h > 0` the relative error divided by the square of the particle
density `n` tends to `-(πh)²/20` as `n → 0`. -/
theorem low_density_error {h : ℝ} (hh : 0 < h) :
    Tendsto (fun n => relativeError h (π * n) / n ^ 2) (𝓝[>] 0)
      (𝓝 (-(π * h) ^ 2 / 20)) := by
  refine leading_order fun n hn => ?_
  have hb := relativeError_bounds hh (mul_pos pi_pos hn)
  rwa [show π * n * h = π * h * n by ring] at hb

/-- When the Fermi sea fills the whole band of the grid, `q = π/h` with `h ≠ 0`, the
relative error is `6/π² - 1`. -/
theorem filled_band_error {h : ℝ} (hh : h ≠ 0) :
    relativeError h (π / h) = 6 / π ^ 2 - 1 := by
  have hp : π ≠ 0 := pi_ne_zero
  rw [relativeError_eq hh (div_ne_zero hp hh), div_mul_cancel₀ _ hh, sin_pi, sub_zero]
  field_simp

end

end FermiSeaGridError
```

```lean
#print axioms FermiSeaGridError.particle_density
#print axioms FermiSeaGridError.fermi_sea_grid_error
#print axioms FermiSeaGridError.low_density_error
#print axioms FermiSeaGridError.filled_band_error
```

```
'FermiSeaGridError.particle_density' depends on axioms: [propext, Classical.choice, Quot.sound]
'FermiSeaGridError.fermi_sea_grid_error' depends on axioms: [propext, Classical.choice, Quot.sound]
'FermiSeaGridError.low_density_error' depends on axioms: [propext, Classical.choice, Quot.sound]
'FermiSeaGridError.filled_band_error' depends on axioms: [propext, Classical.choice, Quot.sound]
```

## From antiderivatives to the squeeze argument

`particle_density` confirms the normalisation \(n=q/\pi\) by integrating a constant. `seaDensity_free` integrates \(k^2/2\) with Mathlib's rule for powers. In `seaDensity_stencil`, the step `hd` differentiates \(k-\sin(kh)/h\), and `hi` applies the fundamental theorem of calculus. The oddness of the sine then combines the two endpoints.

`relativeError_eq` inserts both closed forms and reduces the ratio to a function of \(qh\). It first replaces the sine by a plain symbol `s`, because the rest is algebra that holds whatever its value.

`nonneg_of_slope` does the work of "integrate the inequality": a function that starts at zero and has nonnegative slope for \(x\ge0\) is nonnegative there. `sin_bounds` applies it five times. The names `c2`, `s3`, `c4`, `s5`, `c6` and `s7` give the function, cosine or sine, and the degree of the polynomial. Each one supplies the slope condition for the next, and `c2` comes from Mathlib. At each stage Lean must also be shown that the derivative of the new difference is the previous difference, which `ring` settles.

`relativeError_bounds` renames \(qh\) as `x` and clears the positive denominator \(x^3\). The upper sine bound gives the lower bound on the error, and the lower sine bound gives the upper one.

`leading_order` contains the squeeze argument for a general function `g` enclosed by these bounds with \(x=ct\). It serves both limits: `fermi_sea_grid_error` uses it with \(c=q\) and \(t=h\), and `low_density_error` with \(c=\pi h\) and \(t=n\).

For the strict inequality, `fermi_sea_grid_error` proves `hs`, the cubic bound on the sine, by splitting at \(x=6\) as above. From it follows `hneg`, the negative relative error, and the positivity of \(T\), named `hT`, turns this into \(T(h)<T\). Finally, `filled_band_error` substitutes \(q=\pi/h\) into `relativeError_eq` and uses \(\sin\pi=0\).
